# A degenerate level survives a separable potential with fewer projectors than its multiplicity

Take a Hamiltonian with a threefold degenerate p shell and add a nonlocal potential in Kleinman-Bylander form, but with only two projector functions. The two strengths are free to vary. Can some choice of them move all three states away from the old energy?

It can't. Within the shell, orthogonality to two functions is two linear conditions on three coefficients, so some nonzero combination has no overlap with either projector. The added potential gives zero on that state, whatever the strengths. The theorems below put this count in general form for a finite-dimensional state space, with $m$ degenerate states and $k$ projector functions.

## The potential and the states it misses

```lean
import Mathlib

open Module

namespace KleinmanBylanderDegeneracy

noncomputable section

variable {V : Type*} [NormedAddCommGroup V] [InnerProductSpace ℂ V] {k : ℕ}
```

The `variable` line fixes the setting: `V` is a complex inner product space, the space of one-electron states, and `k` is a natural number. Theorems that need a finite basis say so with `[FiniteDimensional ℂ V]`.

```lean
/-- The separable Kleinman-Bylander potential `∑ j, D j |b j⟩⟨b j|` with real strengths `D j`
and projector functions `b j`. -/
def kbPotential (D : Fin k → ℝ) (b : Fin k → V) : Module.End ℂ V where
  toFun x := ∑ j, ((D j : ℂ) * inner ℂ (b j) x) • b j
  map_add' x y := by
    simp only [inner_add_right, mul_add, add_smul, Finset.sum_add_distrib]
  map_smul' c x := by
    simp only [inner_smul_right, Finset.smul_sum, smul_smul, RingHom.id_apply, mul_left_comm]
```

This defines the separable potential. Since the letter $V$ is taken by the space, call the potential $W$:
$$W x=\sum_{j=0}^{k-1} D_j\,\langle b_j,x\rangle\, b_j .$$
The type `Fin k` holds the labels $0,\dots,k-1$, so `D : Fin k → ℝ` is a list of $k$ real strengths and `b : Fin k → V` a list of $k$ functions. `Module.End ℂ V` is the type of linear operators on `V`, and the fields `map_add'` and `map_smul'` prove that $W$ is linear. Lean's inner product is linear in its second argument, as in Dirac notation.

The functions $b_j$ need not be normalised, mutually orthogonal or even nonzero. How they and the $D_j$ are built from atomic pseudo-wavefunctions plays no role. Each magnetic component counts separately, so a p channel with one radial function on one atom contributes three to $k$, and one with two radial functions contributes six.

```lean
/-- The list of overlaps `⟨b j, x⟩` of a state `x` with the projector functions. -/
def overlaps (b : Fin k → V) : V →ₗ[ℂ] (Fin k → ℂ) where
  toFun x := fun j => inner ℂ (b j) x
  map_add' x y := by
    funext j
    exact inner_add_right _ _ _
  map_smul' c x := by
    funext j
    exact inner_smul_right _ _ _
```

The map `overlaps b` sends a state $x$ to the list $(\langle b_0,x\rangle,\dots,\langle b_{k-1},x\rangle)$ in $\mathbb C^k$. Its kernel $K$ consists of the states orthogonal to every projector function.

```lean
/-- The untouched states: those in the eigenspace of `H` at `E` that are orthogonal to every
projector function. -/
def untouched (H : Module.End ℂ V) (E : ℂ) (b : Fin k → V) : Submodule ℂ V :=
  End.eigenspace H E ⊓ LinearMap.ker (overlaps b)
```

Write $S$ for the eigenspace of $H$ at $E$, that is, all $x$ with $Hx=Ex$. The symbol `⊓` is intersection, so the untouched states form the subspace $U=S\cap K$. The strengths don't occur in this definition.

```lean
theorem kbPotential_apply (D : Fin k → ℝ) (b : Fin k → V) (x : V) :
    kbPotential D b x = ∑ j, ((D j : ℂ) * inner ℂ (b j) x) • b j := rfl
```

This line restates the formula for $Wx$ so that later proofs can rewrite with it. The proof `rfl` says that both sides agree by definition.

## Counting the dimensions lost

```lean
/-- Untouched states remain eigenstates at the same energy `E` when the separable potential is
added, for any strengths. -/
theorem untouched_le_eigenspace (H : Module.End ℂ V) (E : ℂ) (D : Fin k → ℝ) (b : Fin k → V) :
    untouched H E b ≤ End.eigenspace (H + kbPotential D b) E := by
  intro x hx
  obtain ⟨h1, h2⟩ := Submodule.mem_inf.mp hx
  have h3 : ∀ j, inner ℂ (b j) x = 0 := fun j => congrFun (LinearMap.mem_ker.mp h2) j
  rw [End.mem_eigenspace_iff] at h1 ⊢
  rw [LinearMap.add_apply, h1, kbPotential_apply]
  simp [h3]
```

In a theorem, the hypotheses stand before the first colon that is outside all brackets, the claim after it, and the proof after `:=`. Between subspaces, `≤` means inclusion, so the claim is that $U$ lies in the eigenspace of $H+W$ at $E$. For $x\in U$ all overlaps vanish, hence
$$(H+W)x = Ex+\sum_j D_j\cdot 0\cdot b_j = Ex .$$
In the proof, `h1` is the eigenvalue equation, `h3` says that the overlaps are zero, and `simp [h3]` clears the sum.

```lean
/-- Orthogonality to `k` projector functions removes at most `k` dimensions from the eigenspace
of `H` at `E`. -/
theorem finrank_eigenspace_le_untouched [FiniteDimensional ℂ V] (H : Module.End ℂ V) (E : ℂ)
    (b : Fin k → V) :
    finrank ℂ (End.eigenspace H E) ≤ finrank ℂ (untouched H E b) + k := by
  -- dimension formula for the intersection, and rank-nullity for the overlaps
  have h1 := Submodule.finrank_sup_add_finrank_inf_eq (End.eigenspace H E)
    (LinearMap.ker (overlaps b))
  have h2 := LinearMap.finrank_range_add_finrank_ker (overlaps b)
  have h3 := Submodule.finrank_le (LinearMap.range (overlaps b))
  have h4 := Submodule.finrank_le (End.eigenspace H E ⊔ LinearMap.ker (overlaps b))
  rw [Module.finrank_fin_fun] at h3
  unfold untouched
  omega
```

Here `finrank` is the dimension, and the claim is $\dim S\le \dim U+k$. Let $n=\dim V$ and let $r$ be the rank of the overlap map. Since the map lands in $\mathbb C^k$, $r\le k$, and rank-nullity gives $\dim K=n-r$. The dimension formula for two subspaces then yields
$$\dim U=\dim S+\dim K-\dim(S+K)\ \ge\ \dim S+(n-r)-n\ \ge\ \dim S-k .$$
The proof collects these ingredients: `h1` is the dimension formula, `h2` rank-nullity, `h3` the bound $r\le k$, and `h4` the bound $\dim(S+K)\le n$. The tactic `omega` does the remaining arithmetic with integers.

## What survives when projectors are too few

```lean
/-- If there are fewer projectors than the multiplicity of the level `E`, one and the same nonzero
state of the level stays an eigenstate at `E` for all choices of the strengths. -/
theorem exists_state_untouched [FiniteDimensional ℂ V] (H : Module.End ℂ V) (E : ℂ)
    (b : Fin k → V) (hk : k < finrank ℂ (End.eigenspace H E)) :
    ∃ x : V, x ≠ 0 ∧ H x = E • x ∧ ∀ D : Fin k → ℝ, (H + kbPotential D b) x = E • x := by
  have h := finrank_eigenspace_le_untouched H E b
  have hne : untouched H E b ≠ ⊥ := by
    intro h0
    rw [h0, finrank_bot] at h
    omega
  obtain ⟨x, hx, hx0⟩ := Submodule.exists_mem_ne_zero_of_ne_bot hne
  exact ⟨x, hx0, End.mem_eigenspace_iff.mp (Submodule.mem_inf.mp hx).1,
    fun D => End.mem_eigenspace_iff.mp (untouched_le_eigenspace H E D b hx)⟩
```

If $k<\dim S$, there is a nonzero $x$ with $Hx=Ex$ and $(H+W)x=Ex$ for all strengths. The order of the quantifiers matters: `∃ x` comes before `∀ D`, so a single state serves for every choice of strengths.

By the previous inequality, $\dim U\ge\dim S-k>0$, so $U$ contains a nonzero vector. Lean argues by contradiction: if $U$ were the zero subspace `⊥`, its dimension would be 0 and $\dim S\le k$ would follow.

```lean
/-- Let `H` act on a finite-dimensional state space and have the eigenvalue `E` with
multiplicity `m`. After adding a separable potential with `k < m` projectors, `E` is still an
eigenvalue, with multiplicity at least `m - k`. -/
theorem degenerate_level_survives [FiniteDimensional ℂ V] (H : Module.End ℂ V) (E : ℂ)
    (D : Fin k → ℝ) (b : Fin k → V) {m : ℕ} (hm : finrank ℂ (End.eigenspace H E) = m)
    (hk : k < m) :
    End.HasEigenvalue (H + kbPotential D b) E ∧
      m - k ≤ finrank ℂ (End.eigenspace (H + kbPotential D b) E) := by
  constructor
  · obtain ⟨x, hx0, -, hx⟩ := exists_state_untouched H E b (hm ▸ hk)
    exact End.hasEigenvalue_of_hasEigenvector ⟨End.mem_eigenspace_iff.mpr (hx D), hx0⟩
  · have h1 := finrank_eigenspace_le_untouched H E b
    have h2 := Submodule.finrank_mono (untouched_le_eigenspace H E D b)
    omega
```

This is the main result. The hypothesis `hm` says that the eigenspace of $H$ at $E$ has dimension $m$, and `hk` says $k<m$. The conclusion has two parts, joined by `∧`: $E$ is an eigenvalue of $H+W$, and its multiplicity is at least $m-k$.

The first part uses the state just found. For the second, let $S'$ be the eigenspace of $H+W$ at $E$. Since $U\subseteq S'$,
$$\dim S'\ \ge\ \dim U\ \ge\ m-k .$$
In Lean, `Submodule.finrank_mono` turns the inclusion into the inequality between dimensions.

`H` is any linear operator here and `E` any complex number, so a Hermitian Hamiltonian with a real level is a special case. Multiplicity means the number of linearly independent eigenvectors. Up to $k$ states may leave the level; the theorem doesn't say where they go.

For a finite-basis calculation with a fixed one-electron Hamiltonian, a remnant of a degenerate level at the old energy is therefore forced whenever $k<m$, and no retuning of the strengths removes it. If $H$ is itself updated self-consistently after $W$ is added, the comparison no longer concerns the same $H$.

```lean
/-- In a finite-dimensional state space, adding a separable potential with `k` projectors raises
the multiplicity of a level `E` by at most `k`. -/
theorem multiplicity_le_add [FiniteDimensional ℂ V] (H : Module.End ℂ V) (E : ℂ)
    (D : Fin k → ℝ) (b : Fin k → V) :
    finrank ℂ (End.eigenspace (H + kbPotential D b) E) ≤
      finrank ℂ (End.eigenspace H E) + k := by
  -- the potential with reversed strengths restores `H`
  have e : H + kbPotential D b + kbPotential (fun j => -D j) b = H := by
    refine LinearMap.ext fun x => ?_
    simp only [LinearMap.add_apply, kbPotential_apply, Complex.ofReal_neg, neg_mul, neg_smul,
      Finset.sum_neg_distrib, add_neg_cancel_right]
  have h1 := finrank_eigenspace_le_untouched (H + kbPotential D b) E b
  have h2 := Submodule.finrank_mono
    (untouched_le_eigenspace (H + kbPotential D b) E (fun j => -D j) b)
  rw [e] at h2
  omega
```

The multiplicity can't grow by more than $k$ either: $\dim S'\le\dim S+k$, with no condition relating $k$ to the multiplicity. To see this, start from $H+W$ and add the potential with strengths $-D_j$, which gives back $H$. The states of $S'$ orthogonal to all $b_j$ form a subspace of dimension at least $\dim S'-k$, and they remain eigenstates when $W$ is removed, so they lie in $S$. The equation `e` records the cancellation; `h1` and `h2` are the two earlier lemmas applied to $H+W$.

## Projectors inside the shell remove exactly $k$ states

```lean
/-- A combination of the projector functions that is orthogonal to each of them vanishes. -/
theorem eq_zero_of_mem_span (b : Fin k → V) {x : V} (hx : x ∈ Submodule.span ℂ (Set.range b))
    (h : ∀ j, inner ℂ (b j) x = 0) : x = 0 := by
  have key : ∀ y ∈ Submodule.span ℂ (Set.range b), inner ℂ y x = 0 := by
    intro y hy
    induction hy using Submodule.span_induction with
    | mem y hy =>
      obtain ⟨j, rfl⟩ := hy
      exact h j
    | zero => exact inner_zero_left _
    | add y z _ _ hy hz => rw [inner_add_left, hy, hz, add_zero]
    | smul c y _ hy => rw [inner_smul_left, hy, mul_zero]
  exact inner_self_eq_zero.mp (key x hx)
```

If $x=\sum_j c_j b_j$ with complex coefficients $c_j$, and $\langle b_j,x\rangle=0$ for every $j$, then
$$\langle x,x\rangle=\sum_j \overline{c_j}\,\langle b_j,x\rangle=0,$$
so $x=0$. Lean avoids the coefficients. It shows in `key` that every $y$ in the span of the $b_j$ satisfies $\langle y,x\rangle=0$, by checking the $b_j$ themselves, zero, sums and multiples, and then sets $y=x$.

```lean
/-- If `H` is Hermitian on a finite-dimensional state space and the `k` projector functions are
linearly independent states of the level `E` with nonzero strengths, then the multiplicity of `E`
drops by exactly `k`. -/
theorem multiplicity_drop_exact [FiniteDimensional ℂ V] (H : Module.End ℂ V)
    (hH : LinearMap.IsSymmetric H) (E : ℝ) (D : Fin k → ℝ) (hD : ∀ j, D j ≠ 0)
    (b : Fin k → V) (hb : LinearIndependent ℂ b) (hs : ∀ j, H (b j) = (E : ℂ) • b j) :
    finrank ℂ (End.eigenspace (H + kbPotential D b) (E : ℂ)) + k =
      finrank ℂ (End.eigenspace H (E : ℂ)) := by
  -- every eigenstate of the new Hamiltonian at `E` is an untouched state
  have hle : End.eigenspace (H + kbPotential D b) (E : ℂ) ≤ untouched H E b := by
    intro x hx
    rw [End.mem_eigenspace_iff, LinearMap.add_apply] at hx
    have hy : kbPotential D b x = (E : ℂ) • x - H x := eq_sub_of_add_eq' hx
    have horth : ∀ i, inner ℂ (b i) (kbPotential D b x) = 0 := by
      intro i
      rw [hy, inner_sub_right, inner_smul_right, ← hH (b i) x, hs, inner_smul_left,
        Complex.conj_ofReal, sub_self]
    have hmem : kbPotential D b x ∈ Submodule.span ℂ (Set.range b) := by
      rw [kbPotential_apply]
      exact Submodule.sum_mem _ fun j _ =>
        Submodule.smul_mem _ _ (Submodule.subset_span ⟨j, rfl⟩)
    have h0 := eq_zero_of_mem_span b hmem horth
    refine Submodule.mem_inf.mpr ⟨?_, ?_⟩
    · rw [End.mem_eigenspace_iff]
      rw [h0, add_zero] at hx
      exact hx
    · rw [LinearMap.mem_ker]
      funext j
      have hj := Fintype.linearIndependent_iff.mp hb
        (fun j => (D j : ℂ) * inner ℂ (b j) x) h0 j
      exact (mul_eq_zero.mp hj).resolve_left (Complex.ofReal_ne_zero.mpr (hD j))
  -- the projector functions and the untouched states are independent parts of the level
  have hdis : Submodule.span ℂ (Set.range b) ⊓ untouched H E b = ⊥ := by
    rw [Submodule.eq_bot_iff]
    intro x hx
    obtain ⟨h1, h2⟩ := Submodule.mem_inf.mp hx
    exact eq_zero_of_mem_span b h1
      fun j => congrFun (LinearMap.mem_ker.mp (Submodule.mem_inf.mp h2).2) j
  have hsub : Submodule.span ℂ (Set.range b) ⊔ untouched H E b ≤ End.eigenspace H (E : ℂ) := by
    refine sup_le (Submodule.span_le.mpr ?_) inf_le_left
    rintro _ ⟨j, rfl⟩
    exact End.mem_eigenspace_iff.mpr (hs j)
  have h1 := Submodule.finrank_sup_add_finrank_inf_eq (Submodule.span ℂ (Set.range b))
    (untouched H E b)
  rw [hdis, finrank_bot, finrank_span_eq_card hb, Fintype.card_fin] at h1
  have h2 := Submodule.finrank_mono hsub
  have h3 := Submodule.finrank_mono hle
  have h4 := Submodule.finrank_mono (untouched_le_eigenspace H E D b)
  have h5 := finrank_eigenspace_le_untouched H E b
  omega

end

end KleinmanBylanderDegeneracy
```

Now $H$ is Hermitian, which `LinearMap.IsSymmetric H` expresses as $\langle Hx,y\rangle=\langle x,Hy\rangle$, and $E$ is real. The $b_j$ are linearly independent eigenstates of $H$ at $E$, and no strength is zero. The conclusion is $\dim S'+k=\dim S$: exactly $k$ states leave the level. So the lower bound $m-k$ is attained here, and when $k=m$ no state remains at $E$.

Let $(H+W)x=Ex$. Then $Wx=Ex-Hx$, and for each $i$
$$\langle b_i,Wx\rangle=E\langle b_i,x\rangle-\langle b_i,Hx\rangle=E\langle b_i,x\rangle-\langle Hb_i,x\rangle=0 .$$
So $Wx$ is orthogonal to every $b_i$. It is also a combination of them, and the preceding lemma gives $Wx=0$. Two things follow. First, $Hx=Ex$. Second, linear independence makes each coefficient $D_j\langle b_j,x\rangle$ vanish, and since $D_j\neq0$, so does each overlap. Hence $x\in U$. Together with the inclusion $U\subseteq S'$ proved earlier, this gives $S'=U$.

It remains to find $\dim U$. Let $B$ be the span of the $b_j$, of dimension $k$. Both $B$ and $U$ lie in $S$, and they share only the zero vector, again by the preceding lemma. So $k+\dim U\le\dim S$. The earlier count gives $\dim S\le\dim U+k$, and equality follows.

The code keeps this order. Inside `hle`, which is the inclusion $S'\subseteq U$, `horth` is the displayed calculation, with `← hH (b i) x` moving $H$ onto $b_i$; `hmem` places $Wx$ in the span, and `h0` concludes $Wx=0$. Then `hdis` states $B\cap U=0$ and `hsub` states $B+U\subseteq S$. The final `omega` combines the resulting relations between dimensions.

The condition that the $b_j$ belong to the shell is special. Projector functions localised near an atom are not in general eigenstates of $H$, and for them the two bounds $m-k$ and $m+k$ are what the theorems provide.

## A non-Hermitian operator that keeps its level

The equality can fail if Hermiticity is dropped and nothing is put in its place. On $\mathbb C^2$ with orthonormal basis $e_0,e_1$, let $He_0=0$ and $He_1=e_0$, and take $E=0$, $k=1$, $b_0=e_0$, $D_0=1$. The eigenspace of $H$ at 0 is spanned by $e_0$, so its multiplicity is 1, and the other hypotheses hold. The equality would require multiplicity 0 after $W$ is added. But
$$(H+W)(e_0-e_1)=e_0-e_0=0,$$
so 0 is still an eigenvalue. The surviving state $e_0-e_1$ is not an untouched one: $W$ sends it to $e_0$, and $H$ sends it to $-e_0$. The Hermitian step in the proof excludes this kind of cancellation.

```lean
#print axioms KleinmanBylanderDegeneracy.degenerate_level_survives
-- 'KleinmanBylanderDegeneracy.degenerate_level_survives' depends on axioms: [propext, Classical.choice, Quot.sound]
#print axioms KleinmanBylanderDegeneracy.multiplicity_le_add
-- 'KleinmanBylanderDegeneracy.multiplicity_le_add' depends on axioms: [propext, Classical.choice, Quot.sound]
#print axioms KleinmanBylanderDegeneracy.multiplicity_drop_exact
-- 'KleinmanBylanderDegeneracy.multiplicity_drop_exact' depends on axioms: [propext, Classical.choice, Quot.sound]
```
